# Unique solvability of the Sternheimer equation at a nondegenerate level of a Hermitian matrix

The first-order change \(u\) of a state \(\psi\) under a given perturbation can be obtained by solving one linear system, without summing over the other eigenstates. For a Hamiltonian \(H\), a unit vector \(\psi\) with \(H\psi=E\psi\) at a nondegenerate level, and a Hermitian perturbation \(V\), first-order perturbation theory gives

\[
(H-E)u=-(V\psi-\langle\psi,V\psi\rangle\psi).
\]

The matrix \(H-E\) is singular, because it annihilates \(\psi\), so it is not obvious that the system has a solution, and any solution remains one when a multiple of \(\psi\) is added. For a finite Hermitian matrix and a single nondegenerate state, the constraint \(\langle\psi,u\rangle=0\) selects exactly one.

## From a singular equation to an invertible one

Let \(H\) be a Hermitian matrix, \(\psi\) a unit vector with \(H\psi=E\psi\) and \(E\) real, and suppose that every solution of \(Hv=Ev\) is a multiple of \(\psi\). Write \(\langle x,y\rangle=\sum_i x_i^*y_i\) and \(Qb=b-\langle\psi,b\rangle\psi\). The claim is that for every vector \(b\) exactly one \(u\) satisfies

\[
\langle\psi,u\rangle=0,\qquad (H-E)u=-Qb .
\]

Both sides of the equation are orthogonal to \(\psi\):

\[
\langle\psi,(H-E)u\rangle=\langle(H-E)\psi,u\rangle=0,\qquad
\langle\psi,Qb\rangle=\langle\psi,b\rangle-\langle\psi,b\rangle\langle\psi,\psi\rangle=0 .
\]

Now choose a number \(\alpha\neq0\) and define the level-shifted operator

\[
L_\alpha u=(H-E)u+\alpha\langle\psi,u\rangle\psi .
\]

If \(L_\alpha u=-Qb\), the inner product with \(\psi\) leaves \(\alpha\langle\psi,u\rangle=0\). Hence \(\langle\psi,u\rangle=0\), the extra term vanishes, and \((H-E)u=-Qb\). Conversely, a solution of the constrained problem makes the extra term zero and so solves the shifted equation. The two problems have the same solutions.

The shifted operator is injective. If \(L_\alpha x=0\), the equivalence with \(b=0\) gives \((H-E)x=0\) and \(\langle\psi,x\rangle=0\). Nondegeneracy gives \(x=c\psi\) for some number \(c\), and then \(0=\langle\psi,x\rangle=c\), so \(x=0\). In finite dimension an injective linear map from a space to itself is also surjective. Therefore \(L_\alpha u=-Qb\) has exactly one solution, and so has the constrained problem.

The same argument treats a degenerate level. Let \(P\) be the orthogonal projector onto the whole eigenspace of \(E\), and replace the shift by \(\alpha P\) and \(Q\) by \(1-P\). Applying \(P\) to the shifted equation gives \(\alpha Pu=0\), and a null vector \(x\) satisfies both \(Px=0\) and \(x=Px\). There is thus exactly one solution with \(Pu=0\). This settles the linear system only: the first-order change of an individual state of a degenerate level can also have a component inside the eigenspace, which this equation does not determine. The Lean development below treats only the one-dimensional eigenspace.

## States, projection and level shift in Lean

The basis is indexed by an arbitrary finite type `n`, and a state is a function `n → ℂ`.

```lean
import Mathlib

open Matrix

namespace SternheimerEquation

noncomputable section

variable {n : Type*} [Fintype n]
```

The inner product \(\langle\psi,b\rangle\) is written `star ψ ⬝ᵥ b`, conjugate-linear in the first slot. This is the inner product of an orthonormal basis, so a generalised eigenproblem with an overlap matrix is not covered.

```lean
/-- The vector `Q b = b - ⟨ψ, b⟩ ψ`. When `ψ` is a unit vector, this is `b` with its component along
`ψ` removed. -/
def projectOut (ψ b : n → ℂ) : n → ℂ := b - (star ψ ⬝ᵥ b) • ψ
```

Nondegeneracy is a condition on solutions of the eigenvalue equation. Physically, no second independent state shares the energy \(E\). The definition does not itself say that `ψ` is an eigenvector; the theorems assume that separately, as `hE`.

```lean
/-- Every solution of `H v = E v` is a multiple of `ψ`. When `ψ` is an eigenvector of `H` at `E`,
this says that the level `E` is nondegenerate. -/
def IsNondegenerate (H : Matrix n n ℂ) (E : ℝ) (ψ : n → ℂ) : Prop :=
  ∀ v : n → ℂ, H *ᵥ v = (E : ℂ) • v → ∃ c : ℂ, v = c • ψ
```

The Sternheimer problem is the conjunction of the constraint and the equation. The source `b` is arbitrary; in the perturbative application it is \(V\psi\).

```lean
/-- The vector `u` is orthogonal to `ψ` and solves the Sternheimer equation
`(H - E) u = -Q b`. -/
def IsSternheimerSolution (H : Matrix n n ℂ) (E : ℝ) (ψ b u : n → ℂ) : Prop :=
  star ψ ⬝ᵥ u = 0 ∧ H *ᵥ u - (E : ℂ) • u = -projectOut ψ b
```

The operator \(L_\alpha\) is defined as a linear map, with its additivity and homogeneity checked by expanding the products and comparing coefficients. The shift `α` may be complex.

```lean
/-- The level-shifted operator `H - E + α |ψ⟩⟨ψ|`. -/
def levelShifted (H : Matrix n n ℂ) (E : ℝ) (ψ : n → ℂ) (α : ℂ) :
    (n → ℂ) →ₗ[ℂ] (n → ℂ) where
  toFun u := H *ᵥ u - (E : ℂ) • u + (α * (star ψ ⬝ᵥ u)) • ψ
  map_add' x y := by
    simp only [Matrix.mulVec_add, dotProduct_add]
    module
  map_smul' c x := by
    simp only [Matrix.mulVec_smul, dotProduct_smul, smul_eq_mul, RingHom.id_apply]
    module
```

## The equivalence and the unique solution

The energy `E` has type `ℝ` and is cast to `ℂ` where it multiplies a vector. The first lemma takes the adjoint of \(H\psi=E\psi\), which by Hermiticity and the reality of \(E\) reads \(\langle\psi|H=E\langle\psi|\), and uses it to cancel the two terms of \(\langle\psi,(H-E)u\rangle\).

```lean
variable {H : Matrix n n ℂ} {E : ℝ} {ψ : n → ℂ}

/-- For Hermitian `H` with eigenvector `ψ` at energy `E`, the vector `(H - E) u` is
orthogonal to `ψ` for every `u`. -/
theorem residual_orthogonal (hH : H.IsHermitian) (hE : H *ᵥ ψ = (E : ℂ) • ψ)
    (u : n → ℂ) : star ψ ⬝ᵥ (H *ᵥ u - (E : ℂ) • u) = 0 := by
  -- the adjoint eigenvalue equation `⟨ψ| H = E ⟨ψ|`
  have h : star ψ ᵥ* H = (E : ℂ) • star ψ := by
    have h1 := Matrix.star_mulVec H ψ
    rw [hH.eq, hE] at h1
    rw [← h1]
    funext i
    simp
  rw [dotProduct_sub, Matrix.dotProduct_mulVec, h, smul_dotProduct, dotProduct_smul,
    sub_self]
```

The corresponding statement for \(Qb\) uses only the normalisation `hψ`.

```lean
/-- For a unit vector `ψ`, the projected vector `Q b` is orthogonal to `ψ`. -/
theorem projectOut_orthogonal (hψ : star ψ ⬝ᵥ ψ = 1) (b : n → ℂ) :
    star ψ ⬝ᵥ projectOut ψ b = 0 := by
  rw [projectOut, dotProduct_sub, dotProduct_smul, hψ, smul_eq_mul, mul_one, sub_self]
```

In the equivalence, `h'` is the shifted equation after taking the inner product with `ψ`. The rewrites reduce it to \(\alpha\langle\psi,u\rangle=0\), and `hα` removes the factor \(\alpha\). The reverse direction substitutes the constraint.

```lean
/-- Let `ψ` be a unit eigenvector of the Hermitian matrix `H` at energy `E`. For any shift `α ≠ 0`,
solving `(H - E + α |ψ⟩⟨ψ|) u = -Q b` is the same as solving the Sternheimer equation with the
constraint that `u` is orthogonal to `ψ`. -/
theorem levelShifted_eq_iff (hH : H.IsHermitian) (hψ : star ψ ⬝ᵥ ψ = 1)
    (hE : H *ᵥ ψ = (E : ℂ) • ψ) {α : ℂ} (hα : α ≠ 0) (b u : n → ℂ) :
    levelShifted H E ψ α u = -projectOut ψ b ↔ IsSternheimerSolution H E ψ b u := by
  have happ : levelShifted H E ψ α u
      = H *ᵥ u - (E : ℂ) • u + (α * (star ψ ⬝ᵥ u)) • ψ := rfl
  rw [happ]
  constructor
  · intro h
    -- the component of the equation along `ψ` reads `α ⟨ψ, u⟩ = 0`
    have h' : star ψ ⬝ᵥ (H *ᵥ u - (E : ℂ) • u + (α * (star ψ ⬝ᵥ u)) • ψ)
        = star ψ ⬝ᵥ (-projectOut ψ b) := by rw [h]
    rw [dotProduct_add, residual_orthogonal hH hE, dotProduct_neg,
      projectOut_orthogonal hψ, dotProduct_smul, hψ, smul_eq_mul, mul_one, zero_add,
      neg_zero] at h'
    have hu : star ψ ⬝ᵥ u = 0 := (mul_eq_zero.mp h').resolve_left hα
    rw [hu, mul_zero, zero_smul, add_zero] at h
    exact ⟨hu, h⟩
  · rintro ⟨hu, h⟩
    rw [hu, mul_zero, zero_smul, add_zero, h]
```

Injectivity is proved through the kernel: a null vector is read as a Sternheimer solution for `b = 0`, `hnd` makes it a multiple of `ψ`, and its orthogonality to `ψ` makes that multiple zero. The last line supplies surjectivity from finite dimension.

```lean
/-- For a unit eigenvector `ψ` of a Hermitian matrix `H` at a nondegenerate level `E`, the operator
`H - E + α |ψ⟩⟨ψ|` with `α ≠ 0` is invertible. -/
theorem levelShifted_bijective (hH : H.IsHermitian) (hψ : star ψ ⬝ᵥ ψ = 1)
    (hE : H *ᵥ ψ = (E : ℂ) • ψ) (hnd : IsNondegenerate H E ψ) {α : ℂ} (hα : α ≠ 0) :
    Function.Bijective (levelShifted H E ψ α) := by
  have hQ : -projectOut ψ 0 = 0 := by simp [projectOut]
  have inj : Function.Injective (levelShifted H E ψ α) := by
    rw [← LinearMap.ker_eq_bot, LinearMap.ker_eq_bot']
    intro x hx
    obtain ⟨hx0, hx1⟩ := (levelShifted_eq_iff hH hψ hE hα 0 x).mp (hx.trans hQ.symm)
    -- a null vector is a multiple of `ψ` and orthogonal to `ψ`
    obtain ⟨c, hc⟩ := hnd x (sub_eq_zero.mp (hx1.trans hQ))
    rw [hc, dotProduct_smul, hψ, smul_eq_mul, mul_one] at hx0
    rw [hc, hx0, zero_smul]
  exact ⟨inj, LinearMap.injective_iff_surjective.mp inj⟩
```

The main theorem takes \(\alpha=1\). Surjectivity provides `u`, and injectivity shows that any other solution `w` equals it.

```lean
/-- Let `ψ` be a unit eigenvector of the Hermitian matrix `H` at a nondegenerate level `E`.
Then for every `b` exactly one `u` orthogonal to `ψ` satisfies `(H - E) u = -Q b`. -/
theorem sternheimer_existsUnique (hH : H.IsHermitian) (hψ : star ψ ⬝ᵥ ψ = 1)
    (hE : H *ᵥ ψ = (E : ℂ) • ψ) (hnd : IsNondegenerate H E ψ) (b : n → ℂ) :
    ∃! u : n → ℂ, IsSternheimerSolution H E ψ b u := by
  have hbij := levelShifted_bijective hH hψ hE hnd (one_ne_zero : (1 : ℂ) ≠ 0)
  have hiff := levelShifted_eq_iff hH hψ hE (one_ne_zero : (1 : ℂ) ≠ 0) b
  obtain ⟨u, hu⟩ := hbij.2 (-projectOut ψ b)
  exact ⟨u, (hiff u).mp hu, fun w hw => hbij.1 (((hiff w).mpr hw).trans hu.symm)⟩
```

## Nondegeneracy as a necessary condition

Suppose the problem has exactly one solution \(u\) for some single \(b\), and let \(Hv=Ev\). Then \(Qv\) also satisfies the eigenvalue equation and is orthogonal to \(\psi\), so \(u+Qv\) is another solution. Uniqueness gives \(Qv=0\), that is, \(v=\langle\psi,v\rangle\psi\). The proof follows these steps and does not need Hermiticity. For a non-Hermitian matrix the conclusion says only that the eigenvectors at \(E\) are multiples of \(\psi\); \(E\) may still be a repeated root of the characteristic polynomial.

```lean
/-- Let `ψ` be a unit eigenvector of `H` at the level `E`. If the Sternheimer problem has exactly
one solution for at least one `b`, then the level `E` is nondegenerate. -/
theorem nondegenerate_of_existsUnique (hψ : star ψ ⬝ᵥ ψ = 1)
    (hE : H *ᵥ ψ = (E : ℂ) • ψ) {b : n → ℂ}
    (h : ∃! u : n → ℂ, IsSternheimerSolution H E ψ b u) : IsNondegenerate H E ψ := by
  intro v hv
  obtain ⟨u, ⟨hu0, hu1⟩, huniq⟩ := h
  have hQ : H *ᵥ projectOut ψ v = (E : ℂ) • projectOut ψ v := by
    simp only [projectOut, Matrix.mulVec_sub, Matrix.mulVec_smul, hv, hE]
    module
  -- adding `Q v` to the solution gives another solution, so `Q v = 0`
  have hsol : IsSternheimerSolution H E ψ b (u + projectOut ψ v) := by
    refine ⟨by rw [dotProduct_add, hu0, projectOut_orthogonal hψ, add_zero], ?_⟩
    rw [Matrix.mulVec_add, hQ, ← hu1]
    module
  have hz : projectOut ψ v = 0 := by simpa using huniq _ hsol
  exact ⟨star ψ ⬝ᵥ v, sub_eq_zero.mp hz⟩
```

## Which sources admit a solution

Let \(H\) again be Hermitian and the level \(E\) nondegenerate. Without the constraint on \(u\), the equation \((H-E)u=c\) is solvable exactly when \(\langle\psi,c\rangle=0\). Necessity is the first orthogonality relation. For sufficiency, take \(b=-c\) in the main theorem: since \(Qc=c\), the right-hand side \(-Qb\) is \(c\). This is the role of the projector in the Sternheimer equation: it removes the component of the source that \(H-E\) cannot produce.

```lean
/-- For a unit eigenvector `ψ` of a Hermitian matrix `H` at a nondegenerate level `E`, `(H - E) u =
c` has a solution exactly when the source `c` is orthogonal to `ψ`. -/
theorem solvable_iff_orthogonal (hH : H.IsHermitian) (hψ : star ψ ⬝ᵥ ψ = 1)
    (hE : H *ᵥ ψ = (E : ℂ) • ψ) (hnd : IsNondegenerate H E ψ) (c : n → ℂ) :
    (∃ u : n → ℂ, H *ᵥ u - (E : ℂ) • u = c) ↔ star ψ ⬝ᵥ c = 0 := by
  constructor
  · rintro ⟨u, rfl⟩
    exact residual_orthogonal hH hE u
  · intro hc
    obtain ⟨u, ⟨_, hu⟩, _⟩ := sternheimer_existsUnique hH hψ hE hnd (-c)
    exact ⟨u, by rw [hu]; simp [projectOut, hc]⟩
```

## A two-level example

The assumptions are met by

\[
H=\begin{pmatrix}9&12\\12&16\end{pmatrix},\qquad
\psi=\begin{pmatrix}3/5\\4/5\end{pmatrix},\qquad E=25 .
\]

Lean indexes the components by 0 and 1. For nondegeneracy, the first row of \(Hv=25v\) gives \(12v_1=16v_0\), hence \(v=\tfrac53v_0\,\psi\). The proof supplies this coefficient and checks the two components; the other three conditions are direct computations.

```lean
/-- The matrix with rows `(9, 12)` and `(12, 16)` is Hermitian, and `(3/5, 4/5)` is a unit
eigenvector of it at the nondegenerate level `25`. -/
theorem sternheimer_witness :
    (!![9, 12; 12, 16] : Matrix (Fin 2) (Fin 2) ℂ).IsHermitian ∧
    star (![3/5, 4/5] : Fin 2 → ℂ) ⬝ᵥ ![3/5, 4/5] = 1 ∧
    (!![9, 12; 12, 16] : Matrix (Fin 2) (Fin 2) ℂ) *ᵥ ![3/5, 4/5]
      = ((25 : ℝ) : ℂ) • ![3/5, 4/5] ∧
    IsNondegenerate !![9, 12; 12, 16] 25 ![3/5, 4/5] := by
  refine ⟨?_, ?_, ?_, ?_⟩
  · apply Matrix.ext
    intro i j
    fin_cases i <;> fin_cases j <;> simp [Matrix.conjTranspose_apply]
  · have h3 : star (3 / 5 : ℂ) = 3 / 5 := by
      rw [show (3 / 5 : ℂ) = ((3 / 5 : ℝ) : ℂ) by norm_num]
      exact Complex.conj_ofReal _
    have h4 : star (4 / 5 : ℂ) = 4 / 5 := by
      rw [show (4 / 5 : ℂ) = ((4 / 5 : ℝ) : ℂ) by norm_num]
      exact Complex.conj_ofReal _
    simp only [dotProduct, Fin.sum_univ_two]
    change star (3 / 5 : ℂ) * (3 / 5) + star (4 / 5 : ℂ) * (4 / 5) = 1
    rw [h3, h4]
    norm_num
  · funext i
    fin_cases i <;> norm_num [Matrix.mulVec, dotProduct, Fin.sum_univ_two]
  · intro v hv
    have h0 : 9 * v 0 + 12 * v 1 = 25 * v 0 := by
      simpa [Matrix.mulVec, dotProduct, Fin.sum_univ_two] using congrFun hv 0
    refine ⟨5 / 3 * v 0, ?_⟩
    funext i
    fin_cases i
    · change v 0 = 5 / 3 * v 0 * (3 / 5)
      ring
    · change v 1 = 5 / 3 * v 0 * (4 / 5)
      linear_combination h0 / 12

end

end SternheimerEquation
```

```lean
#print axioms SternheimerEquation.sternheimer_existsUnique
-- 'SternheimerEquation.sternheimer_existsUnique' depends on axioms: [propext, Classical.choice, Quot.sound]
#print axioms SternheimerEquation.nondegenerate_of_existsUnique
-- 'SternheimerEquation.nondegenerate_of_existsUnique' depends on axioms: [propext, Classical.choice, Quot.sound]
#print axioms SternheimerEquation.solvable_iff_orthogonal
-- 'SternheimerEquation.solvable_iff_orthogonal' depends on axioms: [propext, Classical.choice, Quot.sound]
```
